# A recursion for Gaussian-weighted radial integrals over products of the modified spherical Bessel functions i₀ and i₁

## Does the Gaussian moment trick survive two Bessel factors?

If I integrate the derivative of $r\,e^{-pr^2}$, with $p>0$, over $r>0$, the boundary terms vanish and I get $2p\int_0^\infty r^2e^{-pr^2}dr=\int_0^\infty e^{-pr^2}dr$. Semilocal effective core potentials lead to similar integrals, but with two modified spherical Bessel functions under the integral sign. With

$$i_0(x)=\frac{\sinh x}{x},\qquad i_1(x)=\frac{x\cosh x-\sinh x}{x^2},$$

$$R_n[f,g]=\int_0^\infty r^n f(ar)\,g(br)\,e^{-pr^2}\,dr ,$$

I believe that for $p,a,b>0$ and every natural $n\ge 0$

$$2p\,R_{n+2}[i_0,i_0]=(n+1)R_n[i_0,i_0]+a\,R_{n+1}[i_1,i_0]+b\,R_{n+1}[i_0,i_1].$$

Can this be proved in full, convergence and boundary terms included, and checked by a proof assistant?

## One total derivative gives the recursion

Yes, and the same trick does it. For $n=0$, differentiate $r\,i_0(ar)\,i_0(br)\,e^{-pr^2}$. Since $i_0'=i_1$, the product rule gives four terms, one for each factor, and their integrals are the four terms of the recursion. The general case needs the derivatives of both functions, for $x>0$:

$$i_0'=\frac{\cosh x}{x}-\frac{\sinh x}{x^2}=i_1,\qquad
i_1'=\frac{x\sinh x}{x^2}-\frac{2(x\cosh x-\sinh x)}{x^3}=i_0-\frac{2i_1}{x}.$$

Both have the form $f'=u-kf/x$, with $(f,u,k)=(i_0,i_1,0)$ or $(i_1,i_0,2)$. Take a second such triple $(g,v,l)$ and set $F(r)=r^{n+1}f(ar)g(br)e^{-pr^2}$. As $\frac{d}{dr}f(ar)=a\,u(ar)-k f(ar)/r$, and likewise for $g$,

$$\begin{aligned}F'(r)=\big[&(n+1-k-l)\,r^n f(ar)g(br)+a\,r^{n+1}u(ar)g(br)\\&+b\,r^{n+1}f(ar)v(br)-2p\,r^{n+2}f(ar)g(br)\big]e^{-pr^2}.\end{aligned}$$

If $\int_0^\infty F'\,dr=0$, then

$$2p\,R_{n+2}[f,g]=(n+1-k-l)R_n[f,g]+a\,R_{n+1}[u,g]+b\,R_{n+1}[f,v].$$

Convergence and the boundary terms rest on the bound $|i_0(x)|,|i_1(x)|\le e^x$ for $x>0$.

- For $i_0$: from $1-e^{-2x}\le 2x$ follows $0\le\sinh x\le xe^x$. Divide by $x$.
- For $i_1$ from above: $e^x(1-x)\le 1$ gives $\cosh x-1\le e^x-1\le xe^x$. With $\sinh x\ge x$, this yields $x\cosh x-\sinh x\le x(\cosh x-1)\le x^2e^x$.
- For $i_1$ from below: $\sinh x\le xe^x=x\cosh x+x\sinh x$, so $x\cosh x-\sinh x\ge -x\sinh x\ge -x^2e^x$.

The integrand is therefore at most $r^ne^{(a+b)r-pr^2}$ in absolute value, and completing the square gives

$$(a+b)r-pr^2=\frac{(a+b)^2}{2p}-\frac p2r^2-\frac{(a+b-pr)^2}{2p}\le\frac{(a+b)^2}{2p}-\frac p2r^2 .$$

A power times a Gaussian dominates, so every integral converges. The same bound, with power $n+1$, sends $F$ to zero at the origin and at infinity.

## A check at p = a = b = 1

Take $n=2$, where all the integrals are elementary. From $\int_0^\infty\cosh(cr)e^{-r^2}dr=\frac{\sqrt\pi}{2}e^{c^2/4}$ and its derivatives in $c$, taken at $c=2$ and $c=0$ because $\sinh^2r=\frac12(\cosh 2r-1)$,

$$R_2[i_0,i_0]=\tfrac{\sqrt\pi}{4}(e-1),\quad R_4[i_0,i_0]=\tfrac{\sqrt\pi}{8}(3e-1),\quad R_3[i_1,i_0]=R_3[i_0,i_1]=\tfrac{\sqrt\pi}{4}.$$

The left side is $2R_4[i_0,i_0]=\frac{\sqrt\pi}{4}(3e-1)\approx 3.170$. The right side is $\frac{\sqrt\pi}{4}\,[3(e-1)+1+1]$, which is the same number.

## What the Lean theorems say

`radial p n f g a b` is $R_n[f,g]$, a Lebesgue integral over `Ioi 0`, the open half-line $r>0$. `semilocal_recursion` is the recursion in the question, for real `p`, `a`, `b` greater than zero and every natural `n`. Its middle power is `n + 1`, so it covers every middle power from one upwards.

`companion_recursions` treats the products $i_1i_0$ and $i_1i_1$, with coefficients `(n - 1)` and `(n - 3)`. These subtractions are between real numbers, so the coefficients may be negative.

In a semilocal integral over Gaussian basis functions, $p$ is the sum of the two basis exponents and the exponent of the potential term. The parameters $a$ and $b$ are twice a basis exponent times the distance of that function's centre from the core. Positive $a$ and $b$ thus mean that both functions sit away from the core. At $a=0$ the physical value would be $i_0(0)=1$, whereas Lean's division by zero makes `i0 0` equal to 0, so that case needs a separate treatment.

For Bessel orders zero and one, the recursions relate radial integrals with different powers of $r$, as they occur in effective-core-potential calculations. Higher orders, the angular factors, the starting integrals and the numerical stability of repeated use are not treated.

```lean
import Mathlib

open Set MeasureTheory Filter Topology

namespace SemilocalRadialIntegrals

noncomputable section

/-- The modified spherical Bessel function of order zero, `sinh x / x`, for `x ≠ 0`. -/
def i0 (x : ℝ) : ℝ := Real.sinh x / x

/-- The modified spherical Bessel function of order one, `(x cosh x - sinh x) / x²`,
for `x ≠ 0`. -/
def i1 (x : ℝ) : ℝ := (x * Real.cosh x - Real.sinh x) / x ^ 2

/-- The radial integrand `r^n f(ar) g(br) exp(-p r²)`. -/
def integrand (p : ℝ) (n : ℕ) (f g : ℝ → ℝ) (a b r : ℝ) : ℝ :=
  r ^ n * f (a * r) * g (b * r) * Real.exp (-p * r ^ 2)

/-- The radial integral of `r^n f(ar) g(br) exp(-p r²)` over `r > 0`. -/
def radial (p : ℝ) (n : ℕ) (f g : ℝ → ℝ) (a b : ℝ) : ℝ :=
  ∫ r in Ioi (0 : ℝ), integrand p n f g a b r

/-- A radial function that is continuous and bounded by `exp x` for `x > 0`. -/
def Tame (f : ℝ → ℝ) : Prop :=
  ContinuousOn f (Ioi 0) ∧ ∀ x, 0 < x → |f x| ≤ Real.exp x

/-- Two tame radial functions linked by the ladder relation `f' = u - k f / x` for `x > 0`. -/
structure Ladder (f u : ℝ → ℝ) (k : ℝ) : Prop where
  left : Tame f
  right : Tame u
  deriv : ∀ x, 0 < x → HasDerivAt f (u x - k * f x / x) x

/-- For `x > 0` the derivative of `i0` is `i1`. -/
theorem hasDerivAt_i0 {x : ℝ} (hx : 0 < x) : HasDerivAt i0 (i1 x) x := by
  have h := (Real.hasDerivAt_sinh x).fun_div (hasDerivAt_id' x) hx.ne'
  exact h.congr_deriv (by simp only [i1]; ring)

/-- For `x > 0` the derivative of `i1` is `i0 - 2 i1 / x`. -/
theorem hasDerivAt_i1 {x : ℝ} (hx : 0 < x) : HasDerivAt i1 (i0 x - 2 * i1 x / x) x := by
  have h := (((hasDerivAt_id' x).fun_mul (Real.hasDerivAt_cosh x)).fun_sub
    (Real.hasDerivAt_sinh x)).fun_div (hasDerivAt_pow 2 x) (pow_ne_zero 2 hx.ne')
  refine h.congr_deriv ?_
  simp only [i0, i1]
  field_simp
  ring

/-- Both Bessel functions are continuous and bounded by `exp x` for `x > 0`. -/
theorem tame_bessel : Tame i0 ∧ Tame i1 := by
  have hs : ∀ x : ℝ, 0 < x → Real.sinh x ≤ x * Real.exp x := by
    intro x hx
    have h := mul_le_mul_of_nonneg_left (Real.add_one_le_exp (-(2 * x))) (Real.exp_pos x).le
    have e : Real.exp (-x) = Real.exp x * Real.exp (-(2 * x)) := by
      rw [← Real.exp_add]
      congr 1
      ring
    rw [Real.sinh_eq, e]
    linarith
  refine ⟨⟨fun x hx => (hasDerivAt_i0 hx).continuousAt.continuousWithinAt, fun x hx => ?_⟩,
    ⟨fun x hx => (hasDerivAt_i1 hx).continuousAt.continuousWithinAt, fun x hx => ?_⟩⟩
  · rw [i0, abs_of_nonneg (div_nonneg (Real.sinh_nonneg_iff.2 hx.le) hx.le), div_le_iff₀ hx]
    linarith [hs x hx]
  · have h1 := hs x hx
    have h2 := mul_le_mul_of_nonneg_left h1 hx.le
    have h3 : x ≤ Real.sinh x := Real.self_le_sinh_iff.2 hx.le
    have hE := Real.cosh_add_sinh x
    have hxE : x * Real.exp x = x * Real.cosh x + x * Real.sinh x := by rw [← hE]; ring
    have h4 := mul_le_mul_of_nonneg_left (Real.add_one_le_exp (-x)) (Real.exp_pos x).le
    have h5 : Real.exp x * Real.exp (-x) = 1 := by rw [← Real.exp_add]; simp
    have h6 : Real.cosh x - 1 ≤ x * Real.exp x := by linarith
    have h7 := mul_le_mul_of_nonneg_left h6 hx.le
    have hx2 : 0 < x ^ 2 := by positivity
    rw [i1, abs_le, le_div_iff₀ hx2, div_le_iff₀ hx2]
    constructor <;> linarith

variable {p a b k l : ℝ} {f g u v : ℝ → ℝ}

/-- For `a, b, r > 0` and tame `f, g`, the integrand is at most
`r^n exp(ar) exp(br) exp(-p r²)` in absolute value. -/
theorem abs_integrand_le (hf : Tame f) (hg : Tame g) (ha : 0 < a) (hb : 0 < b) (n : ℕ)
    {r : ℝ} (hr : 0 < r) : |integrand p n f g a b r| ≤
      r ^ n * Real.exp (a * r) * Real.exp (b * r) * Real.exp (-p * r ^ 2) := by
  have h1 := hf.2 (a * r) (mul_pos ha hr)
  have h2 := hg.2 (b * r) (mul_pos hb hr)
  rw [integrand, abs_mul, abs_mul, abs_mul, abs_of_pos (pow_pos hr n),
    abs_of_pos (Real.exp_pos _)]
  gcongr

/-- For `p, a, b > 0` and tame `f, g`, the radial integral converges absolutely. -/
theorem integrable_radial (hf : Tame f) (hg : Tame g) (hp : 0 < p) (ha : 0 < a) (hb : 0 < b)
    (n : ℕ) : Integrable (integrand p n f g a b) (volume.restrict (Ioi 0)) := by
  have hI := integrableOn_rpow_mul_exp_neg_mul_sq (half_pos hp) (s := (n : ℝ))
    (by have : (0 : ℝ) ≤ n := n.cast_nonneg
        linarith)
  refine Integrable.mono' (Integrable.const_mul hI (Real.exp ((a + b) ^ 2 / (2 * p)))) ?_ ?_
  · refine ContinuousOn.aestronglyMeasurable ?_ measurableSet_Ioi
    have h1 : ContinuousOn (fun r => f (a * r)) (Ioi 0) :=
      hf.1.comp (by fun_prop) (fun r hr => mem_Ioi.2 (mul_pos ha (mem_Ioi.1 hr)))
    have h2 : ContinuousOn (fun r => g (b * r)) (Ioi 0) :=
      hg.1.comp (by fun_prop) (fun r hr => mem_Ioi.2 (mul_pos hb (mem_Ioi.1 hr)))
    exact (((continuous_pow n).continuousOn.mul h1).mul h2).mul
      (by fun_prop : ContinuousOn (fun r : ℝ => Real.exp (-p * r ^ 2)) (Ioi 0))
  · filter_upwards [ae_restrict_mem measurableSet_Ioi] with r hr
    have hr' : 0 < r := hr
    simp only [Real.norm_eq_abs, Real.rpow_natCast]
    -- completing the square absorbs the growing exponentials into half of the Gaussian
    have key : Real.exp (a * r) * Real.exp (b * r) * Real.exp (-p * r ^ 2) ≤
        Real.exp ((a + b) ^ 2 / (2 * p)) * Real.exp (-(p / 2) * r ^ 2) := by
      rw [← Real.exp_add, ← Real.exp_add, ← Real.exp_add, Real.exp_le_exp]
      have h1 : (a + b) ^ 2 / (2 * p) - (a + b) * r + p / 2 * r ^ 2
          = ((a + b) - p * r) ^ 2 / (2 * p) := by
        field_simp
        ring
      have h2 : 0 ≤ ((a + b) - p * r) ^ 2 / (2 * p) := by positivity
      rw [← h1] at h2
      linarith
    have h := mul_le_mul_of_nonneg_left key (pow_pos hr' n).le
    have h' := abs_integrand_le (p := p) hf hg ha hb n hr'
    linarith

/-- Integration by parts for any two ladder pairs, with `p, a, b > 0`: the integral with
power `n + 2` is reduced to integrals with powers `n` and `n + 1`. -/
theorem ladder_recursion (hf : Ladder f u k) (hg : Ladder g v l)
    (hp : 0 < p) (ha : 0 < a) (hb : 0 < b) (n : ℕ) :
    2 * p * radial p (n + 2) f g a b = (n + 1 - k - l) * radial p n f g a b
      + a * radial p (n + 1) u g a b + b * radial p (n + 1) f v a b := by
  let A := integrand p n f g a b
  let B := integrand p (n + 1) u g a b
  let C := integrand p (n + 1) f v a b
  let E := integrand p (n + 2) f g a b
  let F := integrand p (n + 1) f g a b
  have hderiv : ∀ r ∈ Ioi (0 : ℝ),
      HasDerivAt F ((n + 1 - k - l) * A r + a * B r + b * C r - 2 * p * E r) r := by
    intro r hr
    have hr' : 0 < r := hr
    have ha' : HasDerivAt (fun r : ℝ => a * r) a r :=
      ((hasDerivAt_id' r).const_mul a).congr_deriv (mul_one a)
    have hb' : HasDerivAt (fun r : ℝ => b * r) b r :=
      ((hasDerivAt_id' r).const_mul b).congr_deriv (mul_one b)
    have h1 : HasDerivAt (fun r => f (a * r)) _ r :=
      (hf.deriv (a * r) (mul_pos ha hr')).comp r ha'
    have h2 : HasDerivAt (fun r => g (b * r)) _ r :=
      (hg.deriv (b * r) (mul_pos hb hr')).comp r hb'
    have h3 : HasDerivAt (fun r : ℝ => Real.exp (-p * r ^ 2))
        (Real.exp (-p * r ^ 2) * (-p * (2 * r))) r :=
      ((hasDerivAt_pow 2 r).const_mul (-p)).exp.congr_deriv (by norm_num)
    refine ((((hasDerivAt_pow (n + 1) r).fun_mul h1).fun_mul h2).fun_mul h3).congr_deriv ?_
    simp only [A, B, C, E, integrand, Nat.add_sub_cancel, Nat.cast_add, Nat.cast_one]
    generalize f (a * r) = y1
    generalize g (b * r) = y2
    generalize u (a * r) = y3
    generalize v (b * r) = y4
    generalize Real.exp (-p * r ^ 2) = y5
    field_simp
    ring
  have jA := (integrable_radial hf.left hg.left hp ha hb n).const_mul ((n : ℝ) + 1 - k - l)
  have jB := (integrable_radial hf.right hg.left hp ha hb (n + 1)).const_mul a
  have jC := (integrable_radial hf.left hg.right hp ha hb (n + 1)).const_mul b
  have jE := (integrable_radial hf.left hg.left hp ha hb (n + 2)).const_mul (2 * p)
  have jAB : Integrable (fun r => (n + 1 - k - l) * A r + a * B r)
      (volume.restrict (Ioi 0)) := jA.add jB
  have jABC : Integrable (fun r => (n + 1 - k - l) * A r + a * B r + b * C r)
      (volume.restrict (Ioi 0)) := jAB.add jC
  have jD : IntegrableOn (fun r => (n + 1 - k - l) * A r + a * B r + b * C r - 2 * p * E r)
      (Ioi 0) := jABC.sub jE
  -- the boundary term vanishes at the origin
  have hz : F 0 = 0 := by simp [F, integrand]
  have hcont : ContinuousWithinAt F (Ici 0) 0 := by
    have hc : Continuous (fun r : ℝ =>
        r ^ (n + 1) * Real.exp (a * r) * Real.exp (b * r) * Real.exp (-p * r ^ 2)) := by
      fun_prop
    have hB := (hc.tendsto 0).mono_left (nhdsWithin_le_nhds (s := Ici (0 : ℝ)))
    rw [zero_pow (Nat.succ_ne_zero n), zero_mul, zero_mul, zero_mul] at hB
    rw [ContinuousWithinAt, hz]
    refine squeeze_zero_norm' ?_ hB
    filter_upwards [self_mem_nhdsWithin] with r hr
    rcases eq_or_lt_of_le (mem_Ici.1 hr) with h | h
    · rw [← h, hz]
      simp
    · rw [Real.norm_eq_abs]
      exact abs_integrand_le hf.left hg.left ha hb (n + 1) h
  -- and at infinity
  have hlim : Tendsto F atTop (𝓝 0) := tendsto_zero_of_hasDerivAt_of_integrableOn_Ioi
    hderiv jD (integrable_radial hf.left hg.left hp ha hb (n + 1))
  have main := integral_Ioi_of_hasDerivAt_of_tendsto hcont hderiv jD hlim
  rw [integral_sub jABC jE, integral_add jAB jC, integral_add jA jB, integral_const_mul,
    integral_const_mul, integral_const_mul, integral_const_mul, hz] at main
  simp only [radial]
  linarith

/-- The functions `i0` and `i1` form ladder pairs in both directions, with `k = 0` and `k = 2`. -/
theorem ladder_bessel : Ladder i0 i1 0 ∧ Ladder i1 i0 2 :=
  ⟨⟨tame_bessel.1, tame_bessel.2, fun _ hx => (hasDerivAt_i0 hx).congr_deriv (by simp)⟩,
    ⟨tame_bessel.2, tame_bessel.1, fun _ hx => hasDerivAt_i1 hx⟩⟩

/-- The recursion for semilocal radial integrals over `i0(ar) i0(br)`, for `p, a, b > 0`;
the middle power of `r` is `n + 1 ≥ 1`. -/
theorem semilocal_recursion (hp : 0 < p) (ha : 0 < a) (hb : 0 < b) (n : ℕ) :
    2 * p * radial p (n + 2) i0 i0 a b = (n + 1) * radial p n i0 i0 a b
      + a * radial p (n + 1) i1 i0 a b + b * radial p (n + 1) i0 i1 a b :=
  (ladder_recursion ladder_bessel.1 ladder_bessel.1 hp ha hb n).trans (by ring)

/-- The companion recursions for the integrals over `i1(ar) i0(br)` and `i1(ar) i1(br)`,
for `p, a, b > 0`. -/
theorem companion_recursions (hp : 0 < p) (ha : 0 < a) (hb : 0 < b) (n : ℕ) :
    2 * p * radial p (n + 2) i1 i0 a b = (n - 1) * radial p n i1 i0 a b
      + a * radial p (n + 1) i0 i0 a b + b * radial p (n + 1) i1 i1 a b ∧
    2 * p * radial p (n + 2) i1 i1 a b = (n - 3) * radial p n i1 i1 a b
      + a * radial p (n + 1) i0 i1 a b + b * radial p (n + 1) i1 i0 a b :=
  ⟨(ladder_recursion ladder_bessel.2 ladder_bessel.1 hp ha hb n).trans (by ring),
    (ladder_recursion ladder_bessel.2 ladder_bessel.2 hp ha hb n).trans (by ring)⟩

end

end SemilocalRadialIntegrals
```

```lean
#print axioms SemilocalRadialIntegrals.semilocal_recursion
-- 'SemilocalRadialIntegrals.semilocal_recursion' depends on axioms: [propext, Classical.choice, Quot.sound]
#print axioms SemilocalRadialIntegrals.companion_recursions
-- 'SemilocalRadialIntegrals.companion_recursions' depends on axioms: [propext, Classical.choice, Quot.sound]
```

## From the product rule to the checked proof

`hasDerivAt_i0` and `hasDerivAt_i1` are the two derivatives above. `Tame` records continuity and the bound by $e^x$ for $x>0$, and `tame_bessel` proves both for $i_0$ and $i_1$ with the inequalities listed earlier. `Ladder f u k` combines tameness of `f` and `u` with the relation $f'=u-kf/x$.

`abs_integrand_le` bounds the integrand by exponentials. `integrable_radial` then completes the square in the step `key` and compares with Mathlib's integrable power times a Gaussian.

`ladder_recursion` carries the main argument. Its step `hderiv` is the formula for $F'$: Lean assembles the derivative from the product and chain rules, replaces the function values by plain variables, and lets `field_simp` and `ring` match the four terms. At the origin, `hcont` squeezes $|F|$ between zero and the exponential bound. At infinity the proof takes a slightly different route from the direct estimate: a function that is integrable together with its derivative tends to zero, which gives `hlim`. The fundamental theorem of calculus on the half-line yields `main`, and linearity of the integral splits it into the four radial integrals.

`ladder_bessel` supplies the two triples. Inserting them gives $k+l=0$, $2$ or $4$, hence the coefficients $n+1$, $n-1$ and $n-3$.

## A singular function that breaks the recursion

The bound by $e^x$ in `Tame` does real work near the origin. Take $f(x)=1/x$, $u=0$, $k=1$ and $g=1$, $v=0$, $l=0$. Both derivative relations hold, and every requirement is met except the bound on $f$. For $n=0$ the coefficient $n+1-k-l$ is zero and $u=v=0$, so only the Gaussian term is left in $F'$, and the right side of the general recursion has no term left. (The integral $R_0[f,g]$ that the zero coefficient multiplies diverges at the origin. Lean assigns a divergent integral the value 0, so the formal right side is 0 as well.) The left side is

$$2p\int_0^\infty r^2\,\frac{1}{ar}\,e^{-pr^2}dr=\frac1a .$$

The missing $1/a$ is the boundary term: here $F(r)=e^{-pr^2}/a$, which tends to $1/a$ and not to zero as $r\to0$.
